# Full cubic symmetry leaves four constants in a real rank-4 tensor on ℝ³, and C_ijkl = C_jikl leaves three

A rank-4 tensor is represented here by its 81 real components in one fixed Cartesian frame, with the axes along the cube edges and numbered 0, 1, 2. A change of frame is then a matrix R acting on each index:

T'_ijkl = Σ_pqrs R_ip R_jq R_kr R_ls T_pqrs

In Lean the array is `Tensor4`, this contraction is `transform`, and `delta` is the Kronecker delta δ_ij.

```lean
import Mathlib

open Matrix

namespace CubicElasticTensor

noncomputable section

/-- A real rank-4 tensor on three-dimensional space, given by its Cartesian components. -/
abbrev Tensor4 := Fin 3 → Fin 3 → Fin 3 → Fin 3 → ℝ

/-- The Kronecker delta. -/
def delta (i j : Fin 3) : ℝ := if i = j then 1 else 0

/-- The tensor transformed by the matrix `R`, which acts on each of the four indices. -/
def transform (R : Matrix (Fin 3) (Fin 3) ℝ) (T : Tensor4) : Tensor4 := fun i j k l =>
  ∑ p, ∑ q, ∑ r, ∑ s, R i p * R j q * R k r * R l s * T p q r s
```

## Invariance under the cubic group

A cubic operation permutes the axes by σ and attaches a sign ε_i = ±1 to each. Its matrix has R_ip = ε_i when p = σ(i), and 0 otherwise. There are 3! · 2³ = 48 such matrices, the full point group O_h. `CubicInvariant` says that the tensor is unchanged by all of them, as the material tensor of a crystal with this point group must be.

```lean
/-- The matrix that permutes the axes by `σ` and attaches the signs `ε`. -/
def signedPerm (σ : Equiv.Perm (Fin 3)) (ε : Fin 3 → ℤˣ) : Matrix (Fin 3) (Fin 3) ℝ :=
  fun i p => if p = σ i then ((ε i : ℤ) : ℝ) else 0

/-- Invariance under all axis permutations combined with all sign flips. -/
def CubicInvariant (T : Tensor4) : Prop :=
  ∀ σ ε, transform (signedPerm σ ε) T = T
```

The invariant tensors turn out to be exactly those of the form

T_ijkl = a [i=j=k=l] + b δ_ij δ_kl + c δ_ik δ_jl + d δ_il δ_jk

where a, b, c, d are real constants and the bracket is 1 if all four indices agree and 0 otherwise. The elastic version sets a = C11 − C12 − 2 C44, b = C12 and c = d = C44. The constants may be any real numbers; mechanical stability is not imposed.

```lean
/-- The tensor `a [i=j=k=l] + b δ_ij δ_kl + c δ_ik δ_jl + d δ_il δ_jk`. -/
def cubicTensor (a b c d : ℝ) : Tensor4 := fun i j k l =>
  a * (delta i j * delta j k * delta k l) + b * (delta i j * delta k l)
    + c * (delta i k * delta j l) + d * (delta i l * delta j k)

/-- The cubic stiffness tensor written with the elastic constants C11, C12 and C44. -/
def elasticTensor (C11 C12 C44 : ℝ) : Tensor4 :=
  cubicTensor (C11 - C12 - 2 * C44) C12 C44 C44
```

Each row of a signed permutation matrix has one nonzero entry, so the fourfold sum collapses to a single term:

T'_ijkl = ε_i ε_j ε_k ε_l T_σ(i)σ(j)σ(k)σ(l)

In `transform_signedPerm`, the step `nested` writes the contraction as four sums inside one another, and `row` evaluates each of them. The signs and the permutation can now be used separately.

```lean
/-- The signs of the reflection that reverses axis `m`. -/
def axisFlip (m : Fin 3) : Fin 3 → ℤˣ := fun i => if i = m then -1 else 1

/-- A component of the tensor transformed by a signed permutation is the original component with `σ`
applied to each index, multiplied by four signs. -/
theorem transform_signedPerm (σ : Equiv.Perm (Fin 3)) (ε : Fin 3 → ℤˣ) (T : Tensor4)
    (i j k l : Fin 3) :
    transform (signedPerm σ ε) T i j k l =
      ((ε i : ℤ) : ℝ) * ((ε j : ℤ) : ℝ) * ((ε k : ℤ) : ℝ) * ((ε l : ℤ) : ℝ)
        * T (σ i) (σ j) (σ k) (σ l) := by
  -- each row of the matrix has a single nonzero entry
  have row : ∀ (i : Fin 3) (f : Fin 3 → ℝ),
      ∑ p, signedPerm σ ε i p * f p = ((ε i : ℤ) : ℝ) * f (σ i) := by
    intro i f
    simp [signedPerm]
  have nested : transform (signedPerm σ ε) T i j k l =
      ∑ p, signedPerm σ ε i p * ∑ q, signedPerm σ ε j q *
        ∑ r, signedPerm σ ε k r * ∑ s, signedPerm σ ε l s * T p q r s := by
    simp only [transform, Finset.mul_sum, mul_assoc]
  rw [nested]
  simp only [row]
  ring
```

## Reversing an axis

Take σ to be the identity. If the four signs multiply to −1, invariance gives T_ijkl = −T_ijkl, so the component is zero. This is `component_eq_zero`.

```lean
/-- A component of a cubic-invariant tensor vanishes if some choice of axis signs reverses it. -/
theorem component_eq_zero {T : Tensor4} (hT : CubicInvariant T) (ε : Fin 3 → ℤˣ)
    {i j k l : Fin 3} (hε : ε i * ε j * ε k * ε l = -1) : T i j k l = 0 := by
  have h1 := transform_signedPerm 1 ε T i j k l
  have h2 := congrArg (fun u : ℤˣ => ((u : ℤ) : ℝ)) hε
  simp only [Units.val_mul, Units.val_neg, Units.val_one, Int.cast_mul, Int.cast_neg,
    Int.cast_one] at h2
  rw [hT, h2] at h1
  simp only [Equiv.Perm.one_apply] at h1
  linarith
```

To see which components survive, count how often each axis occurs among i, j, k, l. If some axis m occurs an odd number of times, reversing m changes the sign of the component, which therefore vanishes. Otherwise all the counts are even and add up to 4. Either one axis occurs four times, or two axes occur twice each, and two pairs can be arranged in three ways: i=j and k=l, i=k and j=l, or i=l and j=k. That leaves 3 + 3 · 6 = 21 components.

```lean
/-- Four indices are all equal, or form two distinct pairs, or are odd under an axis reflection. -/
theorem index_cases : ∀ i j k l : Fin 3,
    (i = j ∧ j = k ∧ k = l) ∨ (i = j ∧ k = l ∧ i ≠ k) ∨ (i = k ∧ j = l ∧ i ≠ j) ∨
    (i = l ∧ j = k ∧ i ≠ j) ∨
    ∃ m, axisFlip m i * axisFlip m j * axisFlip m k * axisFlip m l = -1 := by
  unfold axisFlip
  decide +kernel
```

The proof turns on the way `index_cases` is settled. The tactic `decide` finds a procedure that decides the whole statement, here by running through all index quadruples and all candidate axes m, and accepts the answer "true" as a proof. The option `+kernel` leaves the evaluation to Lean's kernel. This works because the signs have type `ℤˣ`, the units of the integers, where equality can be computed. Equality of real numbers has no such general procedure, so the signs are converted to reals only where they multiply a component.

Without the reflections, permutations alone would leave 14 constants, one for each way of grouping four indices into at most three classes of equal indices. This count, and those given below for no permutations and for cyclic permutations only, are arguments in prose, not theorems of the file.

## Permuting the axes

Invariance under every permutation of the axes says more than that the three cube axes are equivalent, for which the cyclic permutations would be enough. With all signs equal to +1 it reads

T_σ(i)σ(j)σ(k)σ(l) = T_ijkl

Any axis can be moved to axis 0, and any two distinct axes to axes 0 and 1. The 21 surviving components therefore take only four values: T_0000, T_0011, T_0101 and T_0110. Comparison with the general form gives

b = T_0011, c = T_0101, d = T_0110

a = T_0000 − T_0011 − T_0101 − T_0110

The subtraction is needed because all three delta products also contribute when the four indices agree.

Conversely, the general form is invariant. A permutation preserves equality of indices, so δ_σ(i)σ(j) = δ_ij. The signs cancel because ε_i ε_j δ_ij = δ_ij: the delta is zero unless i = j, and then ε_i² = 1. Each term of the form carries its four signs in two such pairs.

```lean
/-- A tensor is invariant under the full cubic group exactly when it has the form
`a [i=j=k=l] + b δ_ij δ_kl + c δ_ik δ_jl + d δ_il δ_jk`. -/
theorem cubicInvariant_iff (T : Tensor4) :
    CubicInvariant T ↔ ∃ a b c d, T = cubicTensor a b c d := by
  have inv : ∀ a b c d, CubicInvariant (cubicTensor a b c d) := by
    intro a b c d σ ε
    funext i j k l
    -- the two signs attached to a Kronecker delta cancel
    have g : ∀ i j, ((ε i : ℤ) : ℝ) * ((ε j : ℤ) : ℝ) * delta i j = delta i j := by
      intro i j
      by_cases h : i = j
      · subst h
        rcases Int.units_eq_one_or (ε i) with h | h <;> simp [delta, h]
      · simp [delta, h]
    have hσ : ∀ i j, delta (σ i) (σ j) = delta i j := by
      intro i j
      simp [delta]
    rw [transform_signedPerm]
    simp only [cubicTensor, hσ]
    linear_combination
      (a * delta j k + b) * (((ε k : ℤ) : ℝ) * ((ε l : ℤ) : ℝ) * delta k l * g i j
        + delta i j * g k l)
      + c * (((ε j : ℤ) : ℝ) * ((ε l : ℤ) : ℝ) * delta j l * g i k + delta i k * g j l)
      + d * (((ε j : ℤ) : ℝ) * ((ε k : ℤ) : ℝ) * delta j k * g i l + delta i l * g j k)
  constructor
  · intro hT
    have hp : ∀ (σ : Equiv.Perm (Fin 3)) (i j k l : Fin 3),
        T (σ i) (σ j) (σ k) (σ l) = T i j k l := by
      intro σ i j k l
      have h := transform_signedPerm σ 1 T i j k l
      rw [hT] at h
      simpa using h.symm
    -- any two distinct axes can be moved to the first two
    have ex : ∀ i j : Fin 3, i ≠ j → ∃ σ : Equiv.Perm (Fin 3), σ 0 = i ∧ σ 1 = j := by
      decide +kernel
    refine ⟨T 0 0 0 0 - T 0 0 1 1 - T 0 1 0 1 - T 0 1 1 0,
      T 0 0 1 1, T 0 1 0 1, T 0 1 1 0, ?_⟩
    funext i j k l
    rcases index_cases i j k l with
      ⟨rfl, rfl, rfl⟩ | ⟨rfl, rfl, h⟩ | ⟨rfl, rfl, h⟩ | ⟨rfl, rfl, h⟩ | ⟨m, hm⟩
    · have e := hp (Equiv.swap 0 i) 0 0 0 0
      rw [Equiv.swap_apply_left] at e
      rw [e]
      simp [cubicTensor, delta]
      ring
    · obtain ⟨σ, h0, h1⟩ := ex _ _ h
      have e := hp σ 0 0 1 1
      rw [h0, h1] at e
      rw [e]
      simp [cubicTensor, delta, h]
    · obtain ⟨σ, h0, h1⟩ := ex _ _ h
      have e := hp σ 0 1 0 1
      rw [h0, h1] at e
      rw [e]
      simp [cubicTensor, delta, h]
    · obtain ⟨σ, h0, h1⟩ := ex _ _ h
      have e := hp σ 0 1 1 0
      rw [h0, h1] at e
      rw [e]
      simp [cubicTensor, delta, h]
    · rw [component_eq_zero hT _ hm, component_eq_zero (inv _ _ _ _) _ hm]
  · rintro ⟨a, b, c, d, rfl⟩
    exact inv a b c d
```

In the proof, `inv` is this converse, with `g` as the cancellation of signs. For the forward direction, `hp` is permutation invariance and `ex` supplies the permutation that moves two distinct axes into place. The five cases of `index_cases` are then treated in turn. In the last one, both T and the proposed form vanish, since both are invariant.

Without any permutations, all 21 components would be independent. With cyclic permutations only, seven constants would remain, because the ordered axis pairs (0,1) and (1,0) would no longer be related.

The four constants are unique, as `constants_unique` shows by comparing the same four components of two equal tensors.

```lean
/-- The four constants of a cubic-invariant tensor are determined by the tensor. -/
theorem constants_unique {a b c d a' b' c' d' : ℝ}
    (h : cubicTensor a b c d = cubicTensor a' b' c' d') :
    a = a' ∧ b = b' ∧ c = c' ∧ d = d' := by
  have h0 := congrFun (congrFun (congrFun (congrFun h 0) 0) 0) 0
  have h1 := congrFun (congrFun (congrFun (congrFun h 0) 0) 1) 1
  have h2 := congrFun (congrFun (congrFun (congrFun h 0) 1) 0) 1
  have h3 := congrFun (congrFun (congrFun (congrFun h 0) 1) 1) 0
  simp [cubicTensor, delta] at h0 h1 h2 h3
  exact ⟨by linarith, h1, h2, h3⟩
```

## Symmetric stress

Let C_ijkl relate the displacement gradient, with indices k and l, to stress, with indices i and j. The condition C_ijkl = C_jikl then makes the stress symmetric for every gradient, symmetric or not, which is the balance of angular momentum in a medium without body couples or couple stresses.

Exchanging i and j leaves the a and b terms alone and turns the other two into

c δ_jk δ_il + d δ_jl δ_ik

This equals the original expression if c = d. Conversely, the components 0101 and 1001 are c and d, so the symmetry forces c = d. In `minor_symmetry_iff` the first direction is that single comparison, and the other separates i = j, where there is nothing to show, from i ≠ j, where δ_ij = 0.

```lean
/-- The cubic form is symmetric in its first two indices exactly when `c = d`. -/
theorem minor_symmetry_iff (a b c d : ℝ) :
    (∀ i j k l, cubicTensor a b c d i j k l = cubicTensor a b c d j i k l) ↔ c = d := by
  constructor
  · intro h
    simpa [cubicTensor, delta] using h 0 1 0 1
  · rintro rfl i j k l
    by_cases h : i = j
    · rw [h]
    · have h1 : delta i j = 0 := if_neg h
      have h2 : delta j i = 0 := if_neg (Ne.symm h)
      simp only [cubicTensor, h1, h2]
      ring
```

With c = d the form has three constants, which are read off as

C11 = C_0000 = a + b + 2c, C12 = C_0011 = b, C44 = C_0101 = c

Hence a = C11 − C12 − 2 C44. In Voigt's numbering C44 is the yz shear component, here C_1212; cubic symmetry makes it equal to C_0101.

```lean
/-- A tensor has cubic invariance and `C_ijkl = C_jikl` exactly when it is the stiffness tensor
built from its own three components C11, C12 and C44. -/
theorem three_elastic_constants (C : Tensor4) :
    (CubicInvariant C ∧ ∀ i j k l, C i j k l = C j i k l) ↔
      C = elasticTensor (C 0 0 0 0) (C 0 0 1 1) (C 0 1 0 1) := by
  constructor
  · rintro ⟨hC, hs⟩
    obtain ⟨a, b, c, d, rfl⟩ := (cubicInvariant_iff C).1 hC
    obtain rfl := (minor_symmetry_iff a b c d).1 hs
    have e0 : cubicTensor a b c c 0 0 0 0 = a + b + c + c := by simp [cubicTensor, delta]
    have e1 : cubicTensor a b c c 0 0 1 1 = b := by simp [cubicTensor, delta]
    have e2 : cubicTensor a b c c 0 1 0 1 = c := by simp [cubicTensor, delta]
    have ea : a + b + c + c - b - 2 * c = a := by ring
    rw [e0, e1, e2, elasticTensor, ea]
  · intro h
    refine ⟨(cubicInvariant_iff C).2 ⟨_, _, _, _, h⟩, fun i j k l => ?_⟩
    rw [h]
    exact (minor_symmetry_iff _ _ _ _).2 rfl i j k l
```

`three_elastic_constants` is an equivalence: a tensor has both symmetries exactly when it is the elastic tensor built from its own three components. The proof obtains the four-constant form, sets d equal to c, and evaluates the components. Without the symmetry in i and j, c and d stay independent and the tensor has four constants, although the stress produced by a symmetric strain depends only on the sum c + d. Symmetry in k and l is not assumed; it can be read off from the resulting form.

Within linear elasticity, this is why a simulation of a crystal with this point group needs to determine only three stiffness constants.

## Symmetric strain

Hooke's law contracts the elastic tensor with a strain e_kl. Term by term, with no sum over i,

Σ_kl C_ijkl e_kl = δ_ij [(C11 − C12 − 2 C44) e_ii + C12 Σ_k e_kk] + C44 (e_ij + e_ji)

The hypothesis `he`, e_ij = e_ji, turns the last term into 2 C44 e_ij. Physically, it says that e is the symmetric part of the displacement gradient, with local rotation removed. Without it, the sum e_ij + e_ji stays, and an antisymmetric e produces no stress.

```lean
/-- Hooke's law for a cubic crystal: the stress produced by a symmetric strain `e`. -/
theorem hooke_law (C11 C12 C44 : ℝ) (e : Fin 3 → Fin 3 → ℝ) (he : ∀ i j, e i j = e j i)
    (i j : Fin 3) :
    ∑ k, ∑ l, elasticTensor C11 C12 C44 i j k l * e k l =
      delta i j * ((C11 - C12 - 2 * C44) * e i i + C12 * ∑ k, e k k) + 2 * C44 * e i j := by
  have h1 := he 1 0
  have h2 := he 2 0
  have h3 := he 2 1
  fin_cases i <;> fin_cases j <;>
    simp [elasticTensor, cubicTensor, delta, Fin.sum_univ_three, h1, h2, h3] <;> ring
```

The proof checks the nine choices of i and j, using `he` to identify opposite off-diagonal entries. The strain is the tensor strain, so the engineering shear strain is 2 e_ij for i ≠ j.

## Orthogonal matrices and isotropy

The condition R Rᵀ = 1 says that R is a rotation, possibly combined with a reflection, and in components that its rows are orthonormal:

Σ_p R_ip R_jp = δ_ij

Each delta product is therefore carried into itself; for example,

Σ_pqrs R_ip R_jq R_kr R_ls δ_pq δ_rs = δ_ij δ_kl

So the form is isotropic if a = 0. For the converse, take a rotation about axis 2 whose first row is (3/5, 4/5, 0). Its effect on the component 0000 gives

a (81 + 256)/625 + b + c + d = a + b + c + d

so 288a/625 = 0 and a = 0.

```lean
/-- The cubic form is invariant under every orthogonal matrix exactly when `a = 0`. -/
theorem isotropic_iff (a b c d : ℝ) :
    (∀ R : Matrix (Fin 3) (Fin 3) ℝ, R * Rᵀ = 1 →
      transform R (cubicTensor a b c d) = cubicTensor a b c d) ↔ a = 0 := by
  constructor
  · intro h
    -- a rotation about z with cosine 3/5 and sine 4/5 is enough
    have hR : (!![3/5, 4/5, 0; -4/5, 3/5, 0; 0, 0, 1] : Matrix (Fin 3) (Fin 3) ℝ) *
        (!![3/5, 4/5, 0; -4/5, 3/5, 0; 0, 0, 1] : Matrix (Fin 3) (Fin 3) ℝ)ᵀ = 1 := by
      ext i j
      fin_cases i <;> fin_cases j <;>
        simp [Matrix.mul_apply, Fin.sum_univ_three, Matrix.transpose_apply] <;> norm_num
    have h0 := congrFun (congrFun (congrFun (congrFun (h _ hR) 0) 0) 0) 0
    simp [transform, cubicTensor, delta, Fin.sum_univ_three] at h0
    linarith
  · rintro rfl R hR
    funext i j k l
    have g : ∀ i j, ∑ p, R i p * R j p = delta i j := by
      intro i j
      have h := congrFun (congrFun hR i) j
      simpa [Matrix.mul_apply, Matrix.one_apply, delta] using h
    -- the contraction factorises into scalar products of rows of R
    have key : transform R (cubicTensor 0 b c d) i j k l =
        b * ((∑ p, R i p * R j p) * ∑ p, R k p * R l p)
        + c * ((∑ p, R i p * R k p) * ∑ p, R j p * R l p)
        + d * ((∑ p, R i p * R l p) * ∑ p, R j p * R k p) := by
      simp [transform, cubicTensor, delta, Fin.sum_univ_three]
      ring
    rw [key]
    simp only [g, cubicTensor]
    ring
```

In the Lean proof, `hR` checks that this rotation is orthogonal and `h0` is the equation above. In the other direction, `g` states the orthonormality of the rows and `key` factorises the contraction into their scalar products. If R could be any matrix, twice the identity would multiply the tensor by 16, and only the zero tensor would be invariant.

For the elastic tensor, a = 0 reads C11 − C12 = 2 C44.

```lean
/-- The cubic stiffness tensor is invariant under every orthogonal matrix exactly when
`C11 - C12 = 2 C44`. -/
theorem elastic_isotropic_iff (C11 C12 C44 : ℝ) :
    (∀ R : Matrix (Fin 3) (Fin 3) ℝ, R * Rᵀ = 1 →
      transform R (elasticTensor C11 C12 C44) = elasticTensor C11 C12 C44) ↔
      C11 - C12 = 2 * C44 :=
  (isotropic_iff _ _ _ _).trans sub_eq_zero

end

end CubicElasticTensor
```

```lean
#print axioms CubicElasticTensor.constants_unique
-- 'CubicElasticTensor.constants_unique' depends on axioms: [propext, Classical.choice, Quot.sound]
#print axioms CubicElasticTensor.three_elastic_constants
-- 'CubicElasticTensor.three_elastic_constants' depends on axioms: [propext, Classical.choice, Quot.sound]
#print axioms CubicElasticTensor.hooke_law
-- 'CubicElasticTensor.hooke_law' depends on axioms: [propext, Classical.choice, Quot.sound]
#print axioms CubicElasticTensor.elastic_isotropic_iff
-- 'CubicElasticTensor.elastic_isotropic_iff' depends on axioms: [propext, Classical.choice, Quot.sound]
```
